# The Landau functional of trivial U(1) links around a winding gauge configuration on a periodic ring

The theorem `landau_winding_add` concerns a periodic ring of N ≥ 1 sites, labelled x = 0, …, N − 1, whose links all equal 1. The Landau functional is taken here as the unnormalised sum over links of the real part of the gauge-transformed link, with a phase as the gauge transformation at each site. The gauge angles are 2πkx/N, which wind k times around the ring for an integer k, plus an arbitrary real perturbation φ, not assumed small. The theorem states that the functional then equals the sum over x of cos(2πk/N + φ(x+1) − φ(x)), with x+1 taken around the ring. The proof writes the functional as a sum of cosines of neighbouring angle differences and compares the sums term by term. On each link `winding_link` gives the winding part of the difference up to a multiple of 2π, which the cosine ignores.

As first written in Lean, the proof fails:

```lean
import Mathlib

open Real Filter Topology ComplexConjugate

namespace LandauWindingAdd

noncomputable section

variable {N : ℕ} [NeZero N]

/-- The lattice Landau gauge functional of links `U` on a periodic ring of `N` sites: the sum of
the real parts of the links transformed by `g`. -/
def gaugeFunctional (U g : ZMod N → ℂ) : ℝ :=
  ∑ x, (conj (g x) * U x * g (x + 1)).re

/-- The Landau gauge functional of the trivial links, as a function of the gauge angles `θ`. -/
def landau (θ : ZMod N → ℝ) : ℝ :=
  gaugeFunctional (fun _ => 1) (fun x => Complex.exp (θ x * Complex.I))

/-- The gauge angles `2πkx/N`, which wind `k` times around the ring of `N ≥ 1` sites. -/
def winding (k : ℤ) (x : ZMod N) : ℝ := 2 * π * k * (x.val : ℝ) / N

/-- For trivial links the Landau functional is the sum of the cosines of the angle differences
between neighbouring sites. -/
theorem landau_eq_sum_cos (θ : ZMod N → ℝ) :
    landau θ = ∑ x, cos (θ (x + 1) - θ x) := by
  unfold landau gaugeFunctional
  refine Finset.sum_congr rfl fun x _ => ?_
  rw [Real.cos_sub]
  simp only [mul_one, Complex.mul_re, Complex.conj_re, Complex.conj_im,
    Complex.exp_ofReal_mul_I_re, Complex.exp_ofReal_mul_I_im]
  ring

/-- Every link angle of the winding configuration equals `2πk/N` up to a multiple of `2π`,
including the link that closes the ring. -/
theorem winding_link (k : ℤ) (x : ZMod N) :
    ∃ m : ℤ, winding k (x + 1) - winding k x = 2 * π * k / N + m * (2 * π) := by
  have hN : (N : ℝ) ≠ 0 := Nat.cast_ne_zero.mpr (NeZero.ne N)
  have h0 : ((((x + 1).val : ℤ) - (x.val : ℤ) - 1 : ℤ) : ZMod N) = 0 := by
    rw [Int.cast_sub, Int.cast_sub, Int.cast_natCast, Int.cast_natCast, Int.cast_one,
      ZMod.natCast_zmod_val, ZMod.natCast_zmod_val]
    ring
  obtain ⟨c, hc⟩ := (CharP.intCast_eq_zero_iff (ZMod N) N _).1 h0
  have hr : ((x + 1).val : ℝ) - (x.val : ℝ) - 1 = N * c := by exact_mod_cast hc
  have hv : ((x + 1).val : ℝ) = x.val + 1 + N * c := by linarith
  refine ⟨k * c, ?_⟩
  unfold winding
  rw [hv, Int.cast_mul]
  field_simp
  ring

/-- The Landau functional after a perturbation `φ` of the winding configuration. -/
theorem landau_winding_add (k : ℤ) (φ : ZMod N → ℝ) :
    landau (winding k + φ) = ∑ x, cos (2 * π * k / N + (φ (x + 1) - φ x)) := by
  rw [landau_eq_sum_cos]
  refine Finset.sum_congr rfl fun x _ => ?_
  obtain ⟨m, hm⟩ := winding_link k x
  have h : (winding k + φ) (x + 1) - (winding k + φ) x
      = 2 * π * k / N + (φ (x + 1) - φ x) + m * (2 * π) := by
    simp only [Pi.add_apply]
    linarith
  rw [h, Real.cos_add_int_mul_two_pi]

end

end LandauWindingAdd
```

Lean reports:

```
Main.lean:58:11: error: Function expected at
  winding k + φ
but this term has type
  ?m.132

Note: Expected a function because this term is being applied to the argument
  (x + 1)
Main.lean:58:37: error: Function expected at
  winding k + φ
but this term has type
  ?m.138

Note: Expected a function because this term is being applied to the argument
  x
```

What went wrong. Both errors are in the statement of `h`, where `winding k + φ` is applied to `x + 1` and to `x`. Lean reports that the sum's type is still an unknown, `?m.132` or `?m.138`, so it cannot treat the sum as a function.

The ring size `N` is an implicit argument of `winding`, and `k` does not determine it. Taken alone, `winding k` therefore has type `ZMod ?N → ℝ` with `?N` open. The type of `φ` does not settle this at once, because Lean's `+` allows operands of different types and finds the result type through an instance of `HAdd`. With `?N` open that instance search is postponed, and the result type is still unknown when Lean reaches the argument.

The diff adds the type `ZMod N → ℝ` to both sums. This supplies the result type directly, so Lean knows that each sum is a function and accepts the applications. The postponed search can then finish later, when Lean falls back on the default instance for `+`, which takes both operands to have the same type and so sets `?N` to `N`. The mathematical content of `h` is unchanged.

As a diff, the version that Lean accepts:

```diff
@@ -56,5 +56,5 @@
   refine Finset.sum_congr rfl fun x _ => ?_
   obtain ⟨m, hm⟩ := winding_link k x
-  have h : (winding k + φ) (x + 1) - (winding k + φ) x
+  have h : (winding k + φ : ZMod N → ℝ) (x + 1) - (winding k + φ : ZMod N → ℝ) x
       = 2 * π * k / N + (φ (x + 1) - φ x) + m * (2 * π) := by
     simp only [Pi.add_apply]
```
